# Palindromic products of time-symmetric steps are undone by changing the sign of the time step

Take a harmonic oscillator with unit mass and frequency, at position $x=1$ with velocity $v=0$. Advance it by a drift, $x\to x+tv$, followed by a kick, $v\to v-tx$, with $t=1$. It arrives at $(1,-1)$. Now apply the same recipe with $t=-1$: the drift gives $x=2$, the kick gives $v=1$, and the oscillator ends at $(2,1)$ instead of $(1,0)$. Newton's equation for the oscillator can be run backwards, but this integrator does not return to its starting point when the step changes sign.

Arranging the substeps as a palindrome removes the defect. For maps $A_1,\dots,A_k$ and $B$ that depend on a time step $h$, set
$$S(h)=A_1(h)\cdots A_k(h)\,B(h)\,A_k(h)\cdots A_1(h).$$
If each factor is undone by changing the sign of its own step, then $S(-h)S(h)=1$. In molecular dynamics with a fixed step and forces that depend on positions only, this covers velocity Verlet.

## Each substep is undone by the opposite substep

The first hypothesis is $A(-t)=A(t)^{-1}$ for every factor, including $B$. Physically, a substep of length $-t$ restores the state from before the substep of length $t$. The law $A(s)A(t)=A(s+t)$ is not required, so a factor need not be the exact flow of anything.

The factors take values in an arbitrary group $G$. For integrators, $G$ consists of the invertible maps of phase space, and in a product the rightmost map acts first.

```lean
import Mathlib

namespace PalindromicIntegrators

noncomputable section

variable {G : Type*} [Group G]
```

The name `TimeSymmetric` refers only to the sign of the step. Reversal of velocities, which many textbooks mean by time reversibility, is a separate condition introduced below.

```lean
/-- A family of maps is time symmetric if a step of length `-t` is the inverse of
a step of length `t`. -/
def TimeSymmetric (A : ℝ → G) : Prop := ∀ t, A (-t) = (A t)⁻¹
```

In `palindrome`, the list `L` holds $A_1,\dots,A_k$. An empty list is allowed and gives $S(h)=B(h)$.

```lean
/-- The palindromic step `A₁(h) ⋯ Aₖ(h) B(h) Aₖ(h) ⋯ A₁(h)`. -/
def palindrome (L : List (ℝ → G)) (B : ℝ → G) (h : ℝ) : G :=
  (L.map (fun A => A h)).prod * B h * (L.reverse.map (fun A => A h)).prod
```

By hand, write $P(h)=A_1(h)\cdots A_k(h)$ and $Q(h)=A_k(h)\cdots A_1(h)$ for the two wings. The hypothesis on the $A_i$ gives
$$P(-h)=A_1(h)^{-1}\cdots A_k(h)^{-1}=\bigl(A_k(h)\cdots A_1(h)\bigr)^{-1}=Q(h)^{-1}.$$
The lemma `prod_neg_step` proves this by induction on the list. Its hypothesis `hL` supplies the inverse of the first factor, and `mul_inv_rev` reverses the order.

```lean
/-- For time-symmetric factors, the ordered product with step `-h` is the inverse of
the product in reversed order with step `h`. -/
theorem prod_neg_step (L : List (ℝ → G)) (hL : ∀ A ∈ L, TimeSymmetric A) (h : ℝ) :
    (L.map (fun A => A (-h))).prod = ((L.reverse.map (fun A => A h)).prod)⁻¹ := by
  induction L with
  | nil => simp
  | cons A L ih =>
    have hA : A (-h) = (A h)⁻¹ := hL A (by simp) h
    have ih' := ih (fun C hC => hL C (by simp [hC]))
    simp only [List.map_cons, List.prod_cons, ih', hA, List.reverse_cons, List.map_append,
      List.map_nil, List.prod_append, List.prod_nil, mul_one, mul_inv_rev]
```

The same identity for the reversed list reads $Q(-h)=P(h)^{-1}$. With $B(-h)=B(h)^{-1}$, everything cancels from the centre outwards:
$$S(-h)S(h)=Q(h)^{-1}B(h)^{-1}P(h)^{-1}\,P(h)B(h)Q(h)=1.$$
In the proof, `h1` and `h2` are the two wing identities, `hB h` treats the middle factor, and `group` performs the cancellation.

```lean
/-- A palindromic step built from time-symmetric factors is undone by the same step
with the sign of `h` changed: `S(-h) S(h) = 1`. -/
theorem palindrome_neg_mul_self (L : List (ℝ → G)) (B : ℝ → G)
    (hL : ∀ A ∈ L, TimeSymmetric A) (hB : TimeSymmetric B) (h : ℝ) :
    palindrome L B (-h) * palindrome L B h = 1 := by
  have h1 := prod_neg_step L hL h
  have h2 := prod_neg_step L.reverse (fun A hA => hL A (List.mem_reverse.mp hA)) h
  rw [List.reverse_reverse] at h2
  unfold palindrome
  -- each wing at `-h` is the inverse of the opposite wing at `h`
  rw [h1, h2, hB h]
  group
```

Hence $S(-h)=S(h)^{-1}$, and taking $n$th powers gives $S(-h)^nS(h)^n=1$: $n$ steps forward and $n$ steps back restore the state.

```lean
/-- For time-symmetric factors, `n` palindromic steps forward followed by `n` steps
with `-h` return to the start. -/
theorem palindrome_steps_back (L : List (ℝ → G)) (B : ℝ → G)
    (hL : ∀ A ∈ L, TimeSymmetric A) (hB : TimeSymmetric B) (h : ℝ) (n : ℕ) :
    palindrome L B (-h) ^ n * palindrome L B h ^ n = 1 := by
  rw [eq_inv_of_mul_eq_one_left (palindrome_neg_mul_self L B hL hB h), inv_pow,
    inv_mul_cancel]
```

Without the hypothesis the conclusion can fail. Let a factor multiply all velocities by a fixed $c>0$, $c\neq1$, whatever the sign of the step. As the only factor $B$ it gives $S(-h)S(h)=c^2$ on velocities; as a single $A_1$ around $B=1$ it gives $c^4$.

## Velocity reversal changes the sign of time in each substep

An experimenter cannot run time backwards, but can imagine reversing all velocities. Let $R$ be that operation. The second hypothesis is $RA(t)R^{-1}=A(-t)$ for every factor: a substep seen through reversed velocities is the substep backwards in time.

Inserting $R^{-1}R$ between neighbouring factors shows that the property passes to products.

```lean
/-- If conjugation by `R` changes the sign of time in every factor, it does so in
their ordered product. -/
theorem conj_prod (R : G) (L : List (ℝ → G))
    (hR : ∀ A ∈ L, ∀ t, R * A t * R⁻¹ = A (-t)) (h : ℝ) :
    R * (L.map (fun A => A h)).prod * R⁻¹ = (L.map (fun A => A (-h))).prod := by
  induction L with
  | nil => simp
  | cons A L ih =>
    have hA := hR A (by simp) h
    have ih' := ih (fun C hC => hR C (by simp [hC]))
    simp only [List.map_cons, List.prod_cons]
    rw [← ih', ← hA]
    group
```

Therefore $RS(h)R^{-1}=S(-h)$, and
$$R\,S(h)^n R^{-1}S(h)^n=S(-h)^nS(h)^n=1.$$
In Lean, `hR` and `hRB` state the hypothesis for the wings and the middle factor. They enter through `key`, which is $RS(h)R^{-1}=S(-h)$; `conj_pow` extends it to $n$ steps, and `palindrome_steps_back` finishes the argument.

```lean
/-- Let the factors be time symmetric and let conjugation by `R` change the sign of
time in each. Then `n` palindromic steps, `R⁻¹`, `n` more steps and `R` give the identity. -/
theorem palindrome_reversal (R : G) (L : List (ℝ → G)) (B : ℝ → G)
    (hL : ∀ A ∈ L, TimeSymmetric A) (hB : TimeSymmetric B)
    (hR : ∀ A ∈ L, ∀ t, R * A t * R⁻¹ = A (-t))
    (hRB : ∀ t, R * B t * R⁻¹ = B (-t)) (h : ℝ) (n : ℕ) :
    R * palindrome L B h ^ n * R⁻¹ * palindrome L B h ^ n = 1 := by
  have key : R * palindrome L B h * R⁻¹ = palindrome L B (-h) := by
    unfold palindrome
    rw [← conj_prod R L hR h,
      ← conj_prod R L.reverse (fun A hA => hR A (List.mem_reverse.mp hA)) h, ← hRB h]
    group
  rw [← conj_pow, key]
  exact palindrome_steps_back L B hL hB h n
```

Time symmetry alone does not give this retracing. Damping, $v\to e^{-\gamma t}v$ with $\gamma>0$, is time symmetric, but it commutes with velocity reversal. Used as $B$ with no wings, it leaves the velocities multiplied by $e^{-2n\gamma h}$ after the whole cycle.

## Two substeps in plain sequence have to commute

The arrangement of the factors is itself an assumption. For two time-symmetric factors in plain sequence,
$$A(-t)B(-t)=A(t)^{-1}B(t)^{-1}=\bigl(B(t)A(t)\bigr)^{-1}.$$
This equals $(A(t)B(t))^{-1}$ exactly when $A(t)B(t)=B(t)A(t)$. The condition compares the factors at the same $t$ only. The proof performs this rewriting for each $t$, with `inv_inj` removing the inverses.

```lean
/-- The plain splitting `A(t) B(t)` of two time-symmetric families is time symmetric
exactly when `A(t)` and `B(t)` commute for every `t`. -/
theorem splitting_timeSymmetric_iff {A B : ℝ → G} (hA : TimeSymmetric A)
    (hB : TimeSymmetric B) :
    TimeSymmetric (fun t => A t * B t) ↔ ∀ t, A t * B t = B t * A t := by
  unfold TimeSymmetric
  refine forall_congr' fun t => ?_
  show A (-t) * B (-t) = (A t * B t)⁻¹ ↔ A t * B t = B t * A t
  rw [hA t, hB t, ← mul_inv_rev, inv_inj]
  exact eq_comm
```

## The acceleration depends on positions only

For a mechanical system, let `V` be a real vector space. A state is a pair $(x,v)$ in `V × V`; for $N$ atoms, `V` is $\mathbb R^{3N}$. The field `a : V → V` is acceleration, force divided by mass, and need be neither smooth nor derived from a potential. Its type does exclude dependence on velocity and explicit dependence on time.

```lean
variable {V : Type*} [AddCommGroup V] [Module ℝ V]

/-- The kick: velocities change by `t` times the acceleration `a` at fixed positions. -/
def kick (a : V → V) (t : ℝ) : Equiv.Perm (V × V) where
  toFun z := (z.1, z.2 + t • a z.1)
  invFun z := (z.1, z.2 - t • a z.1)
  left_inv z := by simp
  right_inv z := by simp

/-- The drift: positions move for a time `t` at fixed velocities. -/
def drift (t : ℝ) : Equiv.Perm (V × V) where
  toFun z := (z.1 + t • z.2, z.2)
  invFun z := (z.1 - t • z.2, z.2)
  left_inv z := by simp
  right_inv z := by simp

/-- The reversal of all velocities at fixed positions. -/
def velocityFlip : Equiv.Perm (V × V) where
  toFun z := (z.1, -z.2)
  invFun z := (z.1, -z.2)
  left_inv z := by simp
  right_inv z := by simp
```

Each definition includes an explicit inverse, so kicks, drifts and velocity reversal belong to the group `Equiv.Perm (V × V)`. Velocity Verlet is the palindrome with one half kick in each wing and a drift in the middle.

```lean
/-- The velocity Verlet step: half kick, drift, half kick. -/
def verlet (a : V → V) : ℝ → Equiv.Perm (V × V) :=
  palindrome [fun t => kick a (t / 2)] drift
```

By hand, a kick leaves $x$ alone, so the kick back uses the same $a(x)$ and $v+ta(x)-ta(x)=v$. A drift leaves $v$ alone, so $x+tv-tv=x$. The proof checks these identities on an arbitrary state.

```lean
/-- Kicks, with any acceleration field, and drifts are time symmetric. -/
theorem kick_drift_witness (a : V → V) :
    TimeSymmetric (kick a) ∧ TimeSymmetric (drift (V := V)) := by
  constructor
  · intro t
    refine eq_inv_of_mul_eq_one_left (Equiv.ext fun z => ?_)
    simp [kick, Equiv.Perm.mul_apply]
  · intro t
    refine eq_inv_of_mul_eq_one_left (Equiv.ext fun z => ?_)
    simp [drift, Equiv.Perm.mul_apply]
```

If the acceleration were a pure drag $-\gamma v$ with $\gamma\neq0$, the corresponding explicit kick would be $v\to(1-\gamma t)v$. Following it by the kick with $-t$ gives $(1-\gamma^2t^2)v$, which differs from $v$ whenever $t\neq0$ and $v\neq0$.

Composing the three substeps gives the familiar formulas, with $v_{1/2}$ the velocity after the first half kick:
$$v_{1/2}=v+\tfrac h2a(x),\qquad x'=x+hv_{1/2},\qquad v'=v_{1/2}+\tfrac h2a(x').$$

```lean
/-- The velocity Verlet step written out for position `x` and velocity `v`. -/
theorem verlet_apply (a : V → V) (h : ℝ) (x v : V) :
    verlet a h (x, v) =
      (x + h • (v + (h / 2) • a x),
        v + (h / 2) • a x + (h / 2) • a (x + h • (v + (h / 2) • a x))) := by
  simp [verlet, palindrome, kick, drift, Equiv.Perm.mul_apply]
```

In a simulation with plain velocity Verlet, each pass through the time loop performs these three updates for all atoms. The forces are evaluated once, after the positions have moved; the resulting $a(x')$ completes the present step and is stored for the first half kick of the next.

For velocity reversal, the hand calculation sends $(x,v)$ through a flip, a substep and another flip. A kick yields $(x,v-ta(x))$ and a drift yields $(x-tv,v)$, which are the substeps with $-t$. These are `hk` and `hd` in the proof. Since a flip is its own inverse (`hinv`), the general reversal theorem applies, and evaluating it at the state `z` gives the result. The half kicks need only $-t/2=-(t/2)$, supplied by `neg_div`.

```lean
/-- Run `n` velocity Verlet steps, reverse the velocities, run `n` steps again and
reverse the velocities: the initial state is recovered. -/
theorem verlet_retraces (a : V → V) (h : ℝ) (n : ℕ) (z : V × V) :
    velocityFlip ((verlet a h ^ n) (velocityFlip ((verlet a h ^ n) z))) = z := by
  have hinv : (velocityFlip : Equiv.Perm (V × V)) = velocityFlip⁻¹ := by
    refine eq_inv_of_mul_eq_one_left (Equiv.ext fun y => ?_)
    simp [velocityFlip, Equiv.Perm.mul_apply]
  -- reversing the velocities changes the sign of time in kicks and drifts
  have hk : ∀ t, velocityFlip * kick a t * velocityFlip⁻¹ = kick a (-t) := by
    intro t
    rw [← hinv]
    refine Equiv.ext fun y => Prod.ext rfl ?_
    show -(-y.2 + t • a y.1) = y.2 + (-t) • a y.1
    module
  have hd : ∀ t, velocityFlip * drift (V := V) t * velocityFlip⁻¹ = drift (-t) := by
    intro t
    rw [← hinv]
    refine Equiv.ext fun y => Prod.ext ?_ (neg_neg y.2)
    show y.1 + t • (-y.2) = y.1 + (-t) • y.2
    module
  have main := palindrome_reversal velocityFlip [fun t => kick a (t / 2)] drift
    (by
      intro A hA
      rw [List.mem_singleton] at hA
      subst hA
      intro t
      show kick a (-t / 2) = (kick a (t / 2))⁻¹
      rw [neg_div]
      exact (kick_drift_witness a).1 (t / 2))
    (kick_drift_witness a).2
    (by
      intro A hA
      rw [List.mem_singleton] at hA
      subst hA
      intro t
      show velocityFlip * kick a (t / 2) * velocityFlip⁻¹ = kick a (-t / 2)
      rw [neg_div]
      exact hk (t / 2))
    hd h n
  rw [← hinv] at main
  exact Equiv.congr_fun main z
```

This holds for every real $h$ and says nothing about accuracy: a step far too long for the forces retraces its path just as well. The theorem assumes exact real arithmetic. With floating-point numbers, a rounded drift is in general not inverted by the rounded drift with the opposite step. A trajectory computed in floating-point arithmetic therefore generally retraces only approximately, and in a chaotic system only for a limited time.

The oscillator from the beginning shows what happens without the palindrome. In `kick … t * drift t` the drift acts first. If this step were time symmetric, the commutation criterion would apply at $t=1$. From $(1,0)$, however, drift then kick ends at position $1$, while kick then drift ends at position $0$. The proof derives its contradiction from these two positions.

```lean
/-- The symplectic Euler step, a drift followed by a kick, is not time symmetric for
the harmonic oscillator with acceleration `-x`. -/
theorem symplecticEuler_not_timeSymmetric :
    ¬ TimeSymmetric (fun t => kick (fun x : ℝ => -x) t * drift t) := by
  intro hS
  have hw := kick_drift_witness (fun x : ℝ => -x)
  have hc := (splitting_timeSymmetric_iff hw.1 hw.2).1 hS 1
  -- compare the positions reached from `x = 1`, `v = 0`
  have hx := congrArg Prod.fst (Equiv.congr_fun hc ((1 : ℝ), (0 : ℝ)))
  norm_num [kick, drift, Equiv.Perm.mul_apply] at hx

end

end PalindromicIntegrators
```

```lean
#print axioms PalindromicIntegrators.palindrome_neg_mul_self
#print axioms PalindromicIntegrators.verlet_apply
#print axioms PalindromicIntegrators.verlet_retraces
#print axioms PalindromicIntegrators.symplecticEuler_not_timeSymmetric
```

```
'PalindromicIntegrators.palindrome_neg_mul_self' depends on axioms: [propext, Classical.choice, Quot.sound]
'PalindromicIntegrators.verlet_apply' depends on axioms: [propext, Classical.choice, Quot.sound]
'PalindromicIntegrators.verlet_retraces' depends on axioms: [propext, Classical.choice, Quot.sound]
'PalindromicIntegrators.symplecticEuler_not_timeSymmetric' depends on axioms: [propext, Classical.choice, Quot.sound]
```
